# The type-I Anderson matrix: invertible for independent steps when $v^TAv>0$, zero for one step when $A$ is skew-symmetric

An Anderson step can fail before any question of convergence arises. Take the linear problem $Ax=b$ with

$$A=J=\begin{pmatrix}0&1\\-1&0\end{pmatrix},$$

a current residual $f=b-Ax=(1,0)^T$ and one stored step $\Delta x=(1,0)^T$. Type-I mixing asks for a number $\gamma$ that makes the mixed residual $f+\gamma J\Delta x=(1,-\gamma)^T$ orthogonal to $\Delta x$. The dot product equals $1$ for every $\gamma$, so no such number exists, although $J$ is invertible and $\Delta x\neq0$. A least-squares choice of $\gamma$ (type II) always has a minimiser, whereas the type-I choice is an orthogonality condition, and its solvability depends on $A$. If $v^TAv>0$ for all nonzero $v$, linear independence of the stored steps decides whether the condition has exactly one solution for every residual; dependent steps then cost uniqueness, not existence. If $A$ is skew-symmetric, a single step gives a zero matrix to invert.

## A residual that is linear in the iterate

Let $A$ be a real $n\times n$ matrix and $f=b-Ax$ the residual at the current iterate $x$. The $m$ stored differences of iterates are the columns of a real $n\times m$ matrix $\Delta X$. Because the residual is affine in $x$, the corresponding residual differences are the columns of $\Delta F=-A\,\Delta X$. For a coefficient vector $\gamma\in\mathbb R^m$ the mixed iterate is $\bar x=x-\Delta X\gamma$, and its residual is

$$\bar f=b-A(x-\Delta X\gamma)=f+A\,\Delta X\gamma .$$

The type-I condition is $\Delta X^T\bar f=0$. Expanding the product gives

$$M\gamma=-\Delta X^Tf,\qquad M=\Delta X^TA\,\Delta X .$$

Linearity is used twice: in replacing $\Delta F$ by $-A\,\Delta X$, and in identifying the combination $f-\Delta F\gamma$ with the actual residual at $\bar x$. For a nonlinear map the matrix to invert is $-\Delta X^T\Delta F$, and in general each column of $\Delta F$ involves a different averaged Jacobian, so the factorised form of $M$ is only an approximation near a fixed point. In self-consistent-field mixing, linearised about the fixed point and discretised in a finite real basis, $f$ is output minus input density and $A$ is the identity minus the derivative of the output with respect to the input, a matrix that need not be symmetric.

```lean
import Mathlib

open Matrix

namespace TypeIAndersonSolvability

variable {n m : Type*} [Fintype n] [Fintype m]
```

In Lean `n` and `m` are finite index types for the components of a vector and for the stored steps, and `dX` is $\Delta X$. Everything is real, finite-dimensional and exact, with the Euclidean dot product `⬝ᵥ` and the matrix–vector product `*ᵥ`.

```lean
/-- The type-I Anderson matrix `dXᵀ A dX` for the linear problem `A x = b`, where the columns
of `dX` are the differences of iterates. -/
def typeIMatrix (A : Matrix n n ℝ) (dX : Matrix n m ℝ) : Matrix m m ℝ := dXᵀ * A * dX

/-- The type-I condition on the mixing coefficients `γ`: the mixed residual `f + A dX γ` is
orthogonal to every column of `dX`. -/
def TypeICondition (A : Matrix n n ℝ) (dX : Matrix n m ℝ) (f : n → ℝ) (γ : m → ℝ) : Prop :=
  dXᵀ *ᵥ (f + A *ᵥ (dX *ᵥ γ)) = 0
```

Linearity is built into these definitions and is not derived. Neither $x$ nor $b$ appears. The matrix `dX` and the vector `f` are arbitrary, so the theorems apply to any history but say nothing about which histories an iteration generates. They concern the coefficients of one step, not the damped update that follows it, convergence, or conditioning in floating point.

## A positive quadratic form, without symmetry

```lean
/-- The quadratic form `vᵀ A v` is positive on all nonzero vectors; `A` need not be symmetric. -/
def PositiveForm (A : Matrix n n ℝ) : Prop := ∀ v : n → ℝ, v ≠ 0 → 0 < v ⬝ᵥ A *ᵥ v
```

`PositiveForm A` says $v^TAv>0$ for all $v\neq0$. If $x^\ast$ solves $Ax^\ast=b$, then $f=A(x^\ast-x)$, and the condition means that the residual always makes an acute angle with the direction to the solution. For symmetric $A$ it says that $A$ is the Hessian of a strictly convex quadratic energy. In general $A=S+K$ with $S=(A+A^T)/2$ and $K=(A-A^T)/2$, and $v^TKv=0$, so only the symmetric part $S$ is constrained. The condition is assumed, not established for any physical response matrix.

Two identities hold for every $A$. The first carries the quadratic form of $A$ over to $M$:

$$\gamma^TM\gamma=\gamma^T\Delta X^TA\,\Delta X\gamma=(\Delta X\gamma)^TA\,(\Delta X\gamma).$$

```lean
/-- The quadratic form of the type-I matrix at `γ` is that of `A` at the step `dX γ`. -/
theorem typeI_quadratic_form (A : Matrix n n ℝ) (dX : Matrix n m ℝ) (γ : m → ℝ) :
    γ ⬝ᵥ typeIMatrix A dX *ᵥ γ = (dX *ᵥ γ) ⬝ᵥ A *ᵥ (dX *ᵥ γ) := by
  unfold typeIMatrix
  rw [← mulVec_mulVec, ← mulVec_mulVec, dotProduct_mulVec, vecMul_transpose]
```

The two rewrites with `mulVec_mulVec` turn $M\gamma$ into $\Delta X^T(A(\Delta X\gamma))$, and `dotProduct_mulVec` with `vecMul_transpose` moves $\Delta X^T$ to the left factor of the dot product. The second identity is the linear system for $\gamma$. In its proof `key` is the same regrouping of $M\gamma$, and `mulVec_add` expands $\Delta X^T\bar f$ into two terms.

```lean
/-- The type-I condition is the linear system `(dXᵀ A dX) γ = - dXᵀ f`. -/
theorem typeICondition_iff (A : Matrix n n ℝ) (dX : Matrix n m ℝ) (f : n → ℝ) (γ : m → ℝ) :
    TypeICondition A dX f γ ↔ typeIMatrix A dX *ᵥ γ = -(dXᵀ *ᵥ f) := by
  have key : typeIMatrix A dX *ᵥ γ = dXᵀ *ᵥ (A *ᵥ (dX *ᵥ γ)) := by
    unfold typeIMatrix
    rw [← mulVec_mulVec, ← mulVec_mulVec]
  unfold TypeICondition
  rw [mulVec_add, key]
  constructor
  · exact eq_neg_of_add_eq_zero_right
  · intro h
    rw [h, add_neg_cancel]
```

The derivation of the main claim uses positivity in one direction only. Suppose the columns of $\Delta X$ are independent and $Md=0$ for some $d\in\mathbb R^m$. Then $0=d^TMd=(\Delta Xd)^TA(\Delta Xd)$. Positivity forbids $\Delta Xd\neq0$, so $\Delta Xd=0$, and independence gives $d=0$. A square matrix with trivial kernel is invertible. Conversely, suppose $M$ is invertible and $\Delta Xd=0$. Then $Md=\Delta X^TA\,(\Delta Xd)=0$, so $d=0$ and the columns are independent, with no property of $A$ involved.

```lean
/-- If `vᵀ A v > 0` for all nonzero `v`, the type-I matrix `dXᵀ A dX` is invertible exactly
when the columns of `dX` are linearly independent. -/
theorem isUnit_typeIMatrix_iff [DecidableEq m] {A : Matrix n n ℝ} (hA : PositiveForm A)
    (dX : Matrix n m ℝ) : IsUnit (typeIMatrix A dX) ↔ LinearIndependent ℝ dX.col := by
  rw [← Matrix.mulVec_injective_iff_isUnit, ← Matrix.mulVec_injective_iff]
  constructor
  · -- equal steps `dX a = dX b` have equal images under `dXᵀ A dX`
    intro hM a b hab
    apply hM
    have key : ∀ c, typeIMatrix A dX *ᵥ c = (dXᵀ * A) *ᵥ (dX *ᵥ c) := fun c => by
      unfold typeIMatrix
      rw [← mulVec_mulVec]
    have hab' : dX *ᵥ a = dX *ᵥ b := hab
    show typeIMatrix A dX *ᵥ a = typeIMatrix A dX *ᵥ b
    rw [key, key, hab']
  · -- a null vector of `dXᵀ A dX` gives a step on which the form of `A` vanishes
    intro hX a b hab
    have hab' : typeIMatrix A dX *ᵥ a = typeIMatrix A dX *ᵥ b := hab
    have h0 : typeIMatrix A dX *ᵥ (a - b) = 0 := by rw [mulVec_sub, hab', sub_self]
    have hq := typeI_quadratic_form A dX (a - b)
    rw [h0, dotProduct_zero] at hq
    have hz : dX *ᵥ (a - b) = 0 := by
      by_contra hne
      have := hA _ hne
      linarith
    rw [mulVec_sub, sub_eq_zero] at hz
    exact hX hz
```

In words, for $A$ with a positive form and any $\Delta X$, `IsUnit (typeIMatrix A dX)` (invertibility of $M$) is equivalent to `LinearIndependent ℝ dX.col` (independence of the family of columns). The opening rewrite turns both sides into injectivity statements, one for $c\mapsto Mc$ and one for $c\mapsto\Delta Xc$. The first branch factors $M$ through $\Delta X$ and never touches `hA`. In the second branch $d$ is `a - b`, `h0` is $Md=0$, and `hq` becomes $0=(\Delta Xd)^TA(\Delta Xd)$. The only use of positivity is `hA _ hne` inside `hz`, where `linarith` finds the contradiction between a zero and a positive value.

Without positivity, independent columns need not make $M$ invertible. A form that is negative on all nonzero vectors serves equally well, since replacing $A$ by $-A$ only changes the sign of $M$, but neither invertibility nor symmetry of $A$ is a substitute. The opening example has invertible $A$. The symmetric matrix $\operatorname{diag}(1,-1)$ with $\Delta x=(1,1)^T$ gives $M=1-1=0$. Positivity is not needed for every particular $\Delta X$, however, as the two-column case of $J$ below shows.

## Linearly independent stored steps

Independence means that no stored step is redundant, that is, $\Delta Xd=0$ only for $d=0$. It requires $m\le n$. For the algorithm the relevant statement concerns $\gamma$. If $M$ is invertible, $\gamma=-M^{-1}\Delta X^Tf$ is the one solution for each $f$. If the solution is unique for each $f$, it is unique for $f=0$, where the system reads $M\gamma=0$, so $M$ has trivial kernel.

```lean
/-- If `vᵀ A v > 0` for all nonzero `v`, the type-I condition has exactly one solution `γ` for
every residual `f` exactly when the columns of `dX` are linearly independent. -/
theorem typeI_existsUnique_iff {A : Matrix n n ℝ} (hA : PositiveForm A) (dX : Matrix n m ℝ) :
    (∀ f, ∃! γ, TypeICondition A dX f γ) ↔ LinearIndependent ℝ dX.col := by
  classical
  rw [← isUnit_typeIMatrix_iff hA dX]
  constructor
  · -- uniqueness at `f = 0` says that the kernel is trivial
    intro h
    rw [← Matrix.mulVec_injective_iff_isUnit]
    intro a b hab
    have hab' : typeIMatrix A dX *ᵥ a = typeIMatrix A dX *ᵥ b := hab
    have h1 : TypeICondition A dX 0 (a - b) := by
      rw [typeICondition_iff, mulVec_sub, hab', sub_self, mulVec_zero, neg_zero]
    have h2 : TypeICondition A dX 0 0 := by
      rw [typeICondition_iff, mulVec_zero, mulVec_zero, neg_zero]
    exact sub_eq_zero.mp ((h 0).unique h1 h2)
  · intro hU f
    obtain ⟨γ, hγ⟩ := Matrix.mulVec_surjective_iff_isUnit.mpr hU (-(dXᵀ *ᵥ f))
    refine ⟨γ, (typeICondition_iff A dX f γ).mpr hγ, fun δ hδ => ?_⟩
    apply Matrix.mulVec_injective_iff_isUnit.mpr hU
    exact ((typeICondition_iff A dX f δ).mp hδ).trans hγ.symm
```

The statement reads: given positivity, the type-I condition has exactly one solution (`∃!`) for every residual if and only if the columns are independent. The first rewrite replaces independence by invertibility of $M$, and this is where `hA` enters. In the forward branch `h1` and `h2` exhibit `a - b` and `0` as solutions at $f=0$, and `(h 0).unique` identifies them. In the backward branch surjectivity of $M$ supplies $\gamma$ and injectivity shows that any other solution `δ` equals it.

With dependent columns there is a $d\neq0$ with $\Delta Xd=0$, and any solution $\gamma$ is accompanied by the line $\gamma+td$ for real $t$. All points of that line give the same mixed iterate $\bar x$. Under positivity a solution still exists for every $f$ (this remark is not formalised): the argument above shows that $M$ and $\Delta X$ have the same kernel and hence the same rank, so the range of $M$, which lies in the range of $\Delta X^T$, equals it and contains $-\Delta X^Tf$. At the smallest size, $m=0$, the empty family is independent, $M$ is the empty matrix, and the unique $\gamma$ leaves $x$ unchanged. For $m=1$ independence means $\Delta x\neq0$, and $\gamma=-\Delta x^Tf/(\Delta x^TA\,\Delta x)$. For $n=m=1$ and $A=a>0$ this gives $\bar x=x+f/a=b/a$, the secant step, which is exact for a linear equation.

## Skew symmetry and the number of columns

The condition $A^T=-A$ describes a generator of rotations: $Av$ is perpendicular to $v$, so the residual is perpendicular to the error $x^\ast-x$. Such matrices arise when the generator $-iH$ of Schrödinger evolution, for a finite Hermitian $H$, is written on real and imaginary parts. The matrix $J$ is multiplication by $-i$ on $\mathbb C$ regarded as $\mathbb R^2$. Skew symmetry passes to $M$:

$$M^T=\Delta X^TA^T\Delta X=-\Delta X^TA\,\Delta X=-M .$$

```lean
omit [Fintype m] in
/-- For skew-symmetric `A` the type-I matrix is skew-symmetric. -/
theorem typeIMatrix_skew {A : Matrix n n ℝ} (hA : Aᵀ = -A) (dX : Matrix n m ℝ) :
    (typeIMatrix A dX)ᵀ = -typeIMatrix A dX := by
  unfold typeIMatrix
  rw [transpose_mul, transpose_mul, transpose_transpose, hA, Matrix.neg_mul, Matrix.mul_neg,
    Matrix.mul_assoc]
```

The proof reverses the product with `transpose_mul`, inserts `hA`, and pulls the sign out. Taking determinants gives $\det M=\det M^T=\det(-M)=(-1)^m\det M$. For odd $m$ this reads $\det M=-\det M$, so $\det M=0$.

```lean
/-- For skew-symmetric `A` and an odd number of columns the type-I matrix has zero
determinant. -/
theorem det_typeIMatrix_skew_odd [DecidableEq m] {A : Matrix n n ℝ} (hA : Aᵀ = -A)
    (dX : Matrix n m ℝ) (hm : Odd (Fintype.card m)) : (typeIMatrix A dX).det = 0 := by
  have h := det_transpose (typeIMatrix A dX)
  rw [typeIMatrix_skew hA, det_neg, hm.neg_one_pow] at h
  linarith
```

Here `Fintype.card m` is the number of columns. The chain starts from `det_transpose`, `det_neg` produces the factor $(-1)^m$, and `hm.neg_one_pow` is the only place where oddness is used. Nothing is assumed about independence, so $M$ is singular even for orthonormal columns. For even $m$ the identity is empty and $M$ may be invertible. A zero determinant also does not exclude solutions for a particular $f$.

For a single column, $M$ is the $1\times1$ matrix with entry $\Delta x^TA\,\Delta x$, and $M^T=-M$ makes that entry equal to its own negative, so it is zero. Skew symmetry is also necessary for this to happen for every column. Suppose $v^TAv=0$ for all $v$, and let $e_i$ be the basis vector with a one in position $i$. Then

$$0=(e_i+e_j)^TA(e_i+e_j)=A_{ii}+A_{ij}+A_{ji}+A_{jj}=A_{ij}+A_{ji},$$

since $A_{ii}=e_i^TAe_i=0$ and likewise $A_{jj}=0$.

```lean
/-- The type-I matrix vanishes for every single-column `dX` exactly when `A` is
skew-symmetric. -/
theorem single_column_zero_iff_skew (A : Matrix n n ℝ) :
    (∀ dX : Matrix n (Fin 1) ℝ, typeIMatrix A dX = 0) ↔ Aᵀ = -A := by
  classical
  constructor
  · intro h
    -- the quadratic form of `A` vanishes identically
    have hq : ∀ v : n → ℝ, v ⬝ᵥ A *ᵥ v = 0 := fun v => by
      have hv : (Matrix.of fun i (_ : Fin 1) => v i) *ᵥ (fun _ => (1 : ℝ)) = v := by
        ext i
        simp [mulVec, dotProduct]
      have h1 := typeI_quadratic_form A (Matrix.of fun i (_ : Fin 1) => v i) (fun _ => 1)
      rw [h, zero_mulVec, dotProduct_zero, hv] at h1
      exact h1.symm
    have key : ∀ a b : n,
        (Pi.single a 1 : n → ℝ) ⬝ᵥ A *ᵥ (Pi.single b 1 : n → ℝ) = A a b := fun a b => by
      simp [mulVec, dotProduct, Pi.single_apply]
    -- polarisation on `e_i + e_j`
    ext i j
    have h1 := hq (Pi.single i 1 + Pi.single j 1)
    have h2 := hq (Pi.single i 1)
    have h3 := hq (Pi.single j 1)
    rw [mulVec_add, add_dotProduct, dotProduct_add, dotProduct_add, h2, h3, key, key] at h1
    rw [Matrix.transpose_apply, Matrix.neg_apply]
    linarith
  · intro hA dX
    ext i j
    obtain rfl : i = j := Subsingleton.elim i j
    have h := congrFun (congrFun (typeIMatrix_skew hA dX) i) i
    rw [Matrix.transpose_apply, Matrix.neg_apply] at h
    rw [Matrix.zero_apply]
    linarith
```

The column type is now `Fin 1`. In the forward branch `hq` places $v$ in a one-column matrix, takes $\gamma=1$ in `typeI_quadratic_form`, and obtains $v^TAv=0$. The vector `Pi.single i 1` is $e_i$, `key` evaluates $e_a^TAe_b=A_{ab}$, and `h1`, `h2`, `h3` are the three values of the form in the display. The backward branch reads off the only entry of `typeIMatrix_skew`. As a consequence of the equivalence, if $A$ is not skew there is at least one step $\Delta x$ with $M=\Delta x^TA\,\Delta x\neq0$.

## A step with a component along the residual

With skew $A$ and one column the system is $0\cdot\gamma=-\Delta x^Tf$. Whether this is a breakdown depends on the right-hand side. The condition $\Delta x^Tf\neq0$ says that the current residual does not already satisfy the orthogonality that the mixing is meant to enforce.

```lean
/-- For skew-symmetric `A` and a single column not orthogonal to the residual `f`, no
coefficient satisfies the type-I condition. -/
theorem typeI_breakdown_skew {A : Matrix n n ℝ} (hA : Aᵀ = -A) (dX : Matrix n (Fin 1) ℝ)
    {f : n → ℝ} (hf : dXᵀ *ᵥ f ≠ 0) : ¬ ∃ γ, TypeICondition A dX f γ := by
  rintro ⟨γ, hγ⟩
  rw [typeICondition_iff, (single_column_zero_iff_skew A).mpr hA dX, zero_mulVec] at hγ
  exact hf (neg_eq_zero.mp hγ.symm)
```

The proof takes a supposed solution, rewrites the condition as the linear system, replaces $M$ by zero, and is left with $0=-\Delta X^Tf$, which contradicts `hf`. If instead $\Delta x^Tf=0$, the system is $0=0$ and every $\gamma$ satisfies it, so the coefficient is undetermined. The theorem shows that no coefficient meets the type-I condition at that step. It does not address implementations that regularise, restart or skip the step.

## The matrices $I+J$ and $J$ in two dimensions

With $I$ the $2\times2$ identity and components numbered $0$ and $1$, the matrix $A=I+J=\begin{pmatrix}1&1\\-1&1\end{pmatrix}$ has $v^TAv=v_0^2+v_0v_1-v_1v_0+v_1^2=v_0^2+v_1^2$.

```lean
/-- The matrix `[[1, 1], [-1, 1]]` has a positive quadratic form and is not symmetric, and the
columns of the identity are linearly independent. -/
theorem positiveForm_witness :
    PositiveForm (!![1, 1; -1, 1] : Matrix (Fin 2) (Fin 2) ℝ) ∧
      (!![1, 1; -1, 1] : Matrix (Fin 2) (Fin 2) ℝ)ᵀ ≠ !![1, 1; -1, 1] ∧
      LinearIndependent ℝ (1 : Matrix (Fin 2) (Fin 2) ℝ).col := by
  refine ⟨fun v hv => ?_, fun h => ?_, ?_⟩
  · have hq : v ⬝ᵥ (!![1, 1; -1, 1] : Matrix (Fin 2) (Fin 2) ℝ) *ᵥ v = v 0 ^ 2 + v 1 ^ 2 := by
      simp [mulVec, dotProduct, Fin.sum_univ_two]
      ring
    rw [hq]
    by_contra hle
    have hle' := not_lt.mp hle
    have h0 : v 0 ^ 2 = 0 := by nlinarith [sq_nonneg (v 0), sq_nonneg (v 1)]
    have h1 : v 1 ^ 2 = 0 := by nlinarith [sq_nonneg (v 0), sq_nonneg (v 1)]
    apply hv
    ext i
    fin_cases i
    · simpa using h0
    · simpa using h1
  · have h01 := congrFun (congrFun h 0) 1
    norm_num [transpose_apply] at h01
  · rw [← Matrix.mulVec_injective_iff]
    intro a b hab
    simpa using hab
```

The step `hq` is this cancellation. If the sum of squares were not positive, both squares would vanish and $v$ would be zero. Asymmetry is read off the entry in row $0$, column $1$. The theorem therefore supplies a non-symmetric matrix with a positive form together with an independent $\Delta X=I$.

The numbers that follow, like the earlier remarks on small sizes and on dropped conditions, are illustrations and are not stated as theorems in the code. Take this $A$ and $f=(2,1)^T$. With the single column $\Delta x=(1,0)^T$, $A\Delta x=(1,-1)^T$, $M=1$ and $\gamma=-2$, so $\bar f=(2,1)^T-2(1,-1)^T=(0,3)^T$. This is orthogonal to $\Delta x$, and its length $3$ exceeds the original $\sqrt5$, so the mixed residual can be longer than the current one even when the type-I coefficient is unique. The damped update that follows the mixing is not included in this comparison. With $\Delta X=I$ the system is $\gamma_0+\gamma_1=-2$, $-\gamma_0+\gamma_1=-1$, which gives $\gamma=(-\tfrac12,-\tfrac32)^T$ and $\bar f=0$. With the dependent columns $(1,0)^T$ and $(2,0)^T$, $M=\begin{pmatrix}1&2\\2&4\end{pmatrix}$ and the right-hand side is $(-2,-4)^T$, so every $\gamma$ with $\gamma_0+2\gamma_1=-2$ is a solution.

The family $\varepsilon I+J$ with $\varepsilon>0$ connects the two regimes. Its form is $\varepsilon(v_0^2+v_1^2)$, and for $\Delta x=(1,0)^T$ and $f=(2,1)^T$ it gives $M=\varepsilon$ and $\gamma=-2/\varepsilon$. The coefficient exists for each positive $\varepsilon$ and diverges as $\varepsilon\to0$, where the matrix becomes $J$.

The last theorem records four facts about that limit. $J$ is skew-symmetric, $\det J=1$, the column $(1,0)^T$ is not orthogonal to the residual $(1,0)^T$, and the type-I matrix with $\Delta X=I$ has determinant one. The first and third are the conditions of `typeI_breakdown_skew` for the opening example, and the second shows that this breakdown occurs for a uniquely solvable linear problem. The fourth shows that two columns can give an invertible $M$ for a skew matrix, since then $M=J$. Each part is checked entry by entry or with the $2\times2$ determinant formula `det_fin_two`.

```lean
/-- The matrix `J = [[0, 1], [-1, 0]]` is skew-symmetric with determinant one, the column
`(1, 0)` is not orthogonal to the residual `(1, 0)`, and the type-I matrix of `J` with the two
columns of the identity has determinant one. -/
theorem skew_witness :
    (!![0, 1; -1, 0] : Matrix (Fin 2) (Fin 2) ℝ)ᵀ = -!![0, 1; -1, 0] ∧
      (!![0, 1; -1, 0] : Matrix (Fin 2) (Fin 2) ℝ).det = 1 ∧
      (!![1; 0] : Matrix (Fin 2) (Fin 1) ℝ)ᵀ *ᵥ ![1, 0] ≠ 0 ∧
      (typeIMatrix (!![0, 1; -1, 0] : Matrix (Fin 2) (Fin 2) ℝ)
        (1 : Matrix (Fin 2) (Fin 2) ℝ)).det = 1 := by
  refine ⟨?_, ?_, fun h => ?_, ?_⟩
  · ext i j
    fin_cases i <;> fin_cases j <;> simp
  · simp [det_fin_two]
  · have h0 := congrFun h 0
    simp [mulVec, dotProduct, Fin.sum_univ_two] at h0
  · unfold typeIMatrix
    rw [transpose_one, Matrix.one_mul, Matrix.mul_one]
    simp [det_fin_two]

end TypeIAndersonSolvability
```

```lean
#print axioms TypeIAndersonSolvability.typeI_existsUnique_iff
#print axioms TypeIAndersonSolvability.det_typeIMatrix_skew_odd
#print axioms TypeIAndersonSolvability.single_column_zero_iff_skew
#print axioms TypeIAndersonSolvability.typeI_breakdown_skew
```

```
'TypeIAndersonSolvability.typeI_existsUnique_iff' depends on axioms: [propext, Classical.choice, Quot.sound]
'TypeIAndersonSolvability.det_typeIMatrix_skew_odd' depends on axioms: [propext, Classical.choice, Quot.sound]
'TypeIAndersonSolvability.single_column_zero_iff_skew' depends on axioms: [propext, Classical.choice, Quot.sound]
'TypeIAndersonSolvability.typeI_breakdown_skew' depends on axioms: [propext, Classical.choice, Quot.sound]
```
